# Nested commutators with a finite-level Hamiltonian obey a finite recursion

The Hamiltonian $H$ is modelled here as an element of an algebra $A$ over a field $K$, and all that is assumed about its spectrum is one polynomial identity: for some finite set $S$ of scalars,

$$\prod_{e\in S}(H-e)=0 .$$

This identity stands for a diagonalisable Hamiltonian whose distinct energies all lie in $S$. For a Hermitian matrix it follows from the spectral theorem; here it is a hypothesis. No inner product, Hermiticity or basis is needed, and $A$ may be infinite-dimensional. Degeneracy is allowed, because each level enters once however many states share it. A Hamiltonian with infinitely many distinct energies, such as the harmonic oscillator, is not covered.

In the file, `Field K`, `Ring A` and `Algebra K A` express this setting, and $A$ need not be commutative.

```lean
import Mathlib

open Polynomial

namespace BohrFrequency

noncomputable section

variable {K A : Type*} [Field K] [Ring A] [Algebra K A]
```

## Levels, frequencies and the commutator map

For a finite set $T\subset K$, write $p_T(X)=\prod_{e\in T}(X-e)$. The assumption on $H$ is then $p_S(H)=0$, which Lean writes as `aeval H (levelPoly S) = 0`; `aeval` substitutes an algebra element for $X$.

```lean
/-- The monic polynomial whose simple roots are the scalars in `S`. -/
def levelPoly (S : Finset K) : K[X] := ∏ e ∈ S, (X - C e)
```

The Bohr frequencies are the differences of levels,

$$\Omega=\{\,e-e' : e,e'\in S\,\}.$$

Units have $\hbar=1$, so these are energy differences. Since $\Omega$ is a set, transitions with equal frequency count once, and $0\in\Omega$ whenever $S$ is nonempty. Three equally spaced real levels, for example, give five frequencies and not seven.

```lean
/-- The set of distinct differences `e - e'` of levels in `S`. -/
def bohrFrequencies [DecidableEq K] (S : Finset K) : Finset K :=
  (S ×ˢ S).image fun p => p.1 - p.2
```

The commutator with $H$ is the linear map $\mathrm{ad}_H(B)=HB-BH$ on $A$, built as left multiplication minus right multiplication. Its powers are the nested commutators: $\mathrm{ad}_H^2(B)=[H,[H,B]]$, and so on.

```lean
variable (K) in
/-- The commutator with `H`, as a linear map on operators. -/
def ad (H : A) : Module.End K A := LinearMap.mulLeft K H - LinearMap.mulRight K H
```

The formula for a single operator holds by definition.

```lean
/-- The map `ad K H` sends `B` to the commutator `H B - B H`. -/
theorem ad_apply (H B : A) : ad K H B = H * B - B * H := rfl
```

If $w\in T$, the product $p_T(w)$ contains the factor $w-w=0$, so $p_T(w)=0$.

```lean
/-- Each scalar in `T` is a root of the polynomial built from `T`. -/
theorem eval_levelPoly {T : Finset K} {w : K} (hw : w ∈ T) : (levelPoly T).eval w = 0 := by
  rw [levelPoly, eval_prod]
  exact Finset.prod_eq_zero hw (by simp)
```

## Operators of sharp frequency

Suppose $[H,Y]=wY$. Then $\mathrm{ad}_H^n(Y)=w^nY$ by induction on $n$, and for a polynomial $q=\sum_n a_nX^n$,

$$q(\mathrm{ad}_H)\,Y=\sum_n a_n w^n\,Y=q(w)\,Y .$$

The proof first establishes the statement for powers (`hpow`) and then extends it to monomials and sums.

```lean
/-- If `[H, Y] = w Y`, then a polynomial `q` in the commutator map multiplies `Y` by `q(w)`. -/
theorem aeval_ad_of_sharp {H Y : A} {w : K} (h : ad K H Y = w • Y) (q : K[X]) :
    aeval (ad K H) q Y = q.eval w • Y := by
  have hpow : ∀ n : ℕ, ((ad K H) ^ n) Y = w ^ n • Y := by
    intro n
    induction n with
    | zero => simp
    | succ n ih =>
      rw [pow_succ, Module.End.mul_apply, h, map_smul, ih, smul_smul]
      congr 1
      ring
  induction q using Polynomial.induction_on' with
  | add p q hp hq => rw [map_add, LinearMap.add_apply, hp, hq, eval_add, add_smul]
  | monomial n a =>
    rw [aeval_monomial, Module.End.mul_apply, hpow, Module.algebraMap_end_apply,
      eval_monomial, smul_smul]
```

Every operator is a sum of such pieces. For $e\in S$ take the Lagrange polynomial and its value at $H$,

$$L_e(X)=\prod_{j\in S,\;j\ne e}\frac{X-j}{e-j},\qquad P_e=L_e(H).$$

Multiplying $L_e$ by the missing factor restores $p_S$ up to a constant:

$$(X-e)L_e(X)=\Big(\prod_{j\in S,\;j\neq e}\frac1{e-j}\Big)p_S(X).$$

Substituting $H$ gives $(H-e)P_e=0$, and since $P_e$ is a polynomial in $H$, also $P_e(H-e)=0$. Hence $HP_e=eP_e=P_eH$. For nonempty $S$ the polynomial $\sum_{e\in S}L_e$ has degree below $|S|$ and equals 1 at every point of $S$, so it is 1, and $\sum_{e\in S} P_e=1$. For empty $S$ the hypothesis reads $1=0$, the algebra is zero, and the same identity holds trivially.

The $P_e$ play the part of spectral projectors. Inserting the identity on both sides of $B$ gives

$$B=\sum_{e,e'\in S}Y_{ee'},\qquad Y_{ee'}=P_eBP_{e'},$$

and each component has a sharp frequency:

$$[H,Y_{ee'}]=HP_eBP_{e'}-P_eBP_{e'}H=(e-e')\,Y_{ee'} .$$

In the proof, `hann` is the restored-factor identity evaluated at $H$, `hL` and `hR` are the left and right eigenvalue equations, `hsum` is the resolution of the identity, and `key` is the last display.

```lean
/-- If the product of `H - e` over the levels in `S` vanishes, every operator is a sum of
components `Y e e'` with `[H, Y e e'] = (e - e') Y e e'`. -/
theorem bohr_decomposition [DecidableEq K] {H : A} {S : Finset K}
    (hS : aeval H (levelPoly S) = 0) (B : A) :
    ∃ Y : K → K → A, B = ∑ e ∈ S, ∑ e' ∈ S, Y e e' ∧
      ∀ e ∈ S, ∀ e' ∈ S, ad K H (Y e e') = (e - e') • Y e e' := by
  -- the interpolation polynomial at `e`, times `X - e`, is a multiple of the level polynomial
  have hann : ∀ e ∈ S, aeval H ((X - C e) * Lagrange.basis S id e) = 0 := by
    intro e he
    have h1 : (X - C e) * Lagrange.basis S id e
        = (∏ j ∈ S.erase e, C (e - j)⁻¹) * levelPoly S := by
      unfold levelPoly
      rw [← Finset.mul_prod_erase S (fun x => X - C x) he]
      simp only [Lagrange.basis, Lagrange.basisDivisor, id_eq, Finset.prod_mul_distrib]
      ring
    rw [h1, map_mul, hS, mul_zero]
  have hL : ∀ e ∈ S, H * aeval H (Lagrange.basis S id e)
      = e • aeval H (Lagrange.basis S id e) := by
    intro e he
    have h := hann e he
    rw [map_mul, map_sub, aeval_X, aeval_C, sub_mul, sub_eq_zero] at h
    rw [h, Algebra.smul_def]
  have hR : ∀ e ∈ S, aeval H (Lagrange.basis S id e) * H
      = e • aeval H (Lagrange.basis S id e) := by
    intro e he
    have h := hann e he
    rw [mul_comm, map_mul, map_sub, aeval_X, aeval_C, mul_sub, sub_eq_zero] at h
    rw [h, Algebra.smul_def, Algebra.commutes]
  -- the interpolation polynomials sum to one
  have hsum : ∑ e ∈ S, aeval H (Lagrange.basis S id e) = 1 := by
    rcases S.eq_empty_or_nonempty with rfl | hne
    · have h : (1 : A) = 0 := by simpa [levelPoly] using hS
      rw [Finset.sum_empty, h]
    · rw [← map_sum, Lagrange.sum_basis (Set.injOn_id _) hne, map_one]
  refine ⟨fun e e' => aeval H (Lagrange.basis S id e) * B * aeval H (Lagrange.basis S id e'),
    ?_, ?_⟩
  · calc B = (∑ e ∈ S, aeval H (Lagrange.basis S id e)) * B
          * (∑ e ∈ S, aeval H (Lagrange.basis S id e)) := by rw [hsum, one_mul, mul_one]
      _ = _ := by rw [Finset.sum_mul, Finset.sum_mul_sum]
  · intro e he e' he'
    have key : ∀ P Q : A, H * P = e • P → Q * H = e' • Q →
        ad K H (P * B * Q) = (e - e') • (P * B * Q) := by
      intro P Q h1 h2
      have h3 : H * (P * B * Q) = e • (P * B * Q) := by
        rw [← mul_assoc, ← mul_assoc, h1, smul_mul_assoc, smul_mul_assoc]
      have h4 : P * B * Q * H = e' • (P * B * Q) := by
        rw [mul_assoc, h2, mul_smul_comm]
      rw [ad_apply, h3, h4, sub_smul]
    exact key _ _ (hL e he) (hR e' he')
```

## The Bohr polynomial annihilates the commutator map

Apply $p_\Omega(\mathrm{ad}_H)$ to the decomposition. Each $e-e'$ lies in $\Omega$, so

$$p_\Omega(\mathrm{ad}_H)B=\sum_{e,e'\in S}p_\Omega(e-e')\,Y_{ee'}=0 .$$

This holds for every $B$, so $\prod_{w\in\Omega}(\mathrm{ad}_H-w)$ is the zero map on $A$. In Lean the equation `aeval (ad K H) (levelPoly (bohrFrequencies S)) = 0` is between linear maps, and `LinearMap.ext` reduces it to a single operator $B$.

```lean
/-- If the product of `H - e` over the levels in `S` vanishes, then the product of `ad_H - w`
over the distinct Bohr frequencies `w` of `S` is the zero map. -/
theorem bohr_polynomial [DecidableEq K] {H : A} {S : Finset K}
    (hS : aeval H (levelPoly S) = 0) :
    aeval (ad K H) (levelPoly (bohrFrequencies S)) = 0 := by
  refine LinearMap.ext fun B => ?_
  obtain ⟨Y, hB, hY⟩ := bohr_decomposition hS B
  rw [LinearMap.zero_apply, hB]
  simp only [map_sum]
  refine Finset.sum_eq_zero fun e he => Finset.sum_eq_zero fun e' he' => ?_
  have hw : e - e' ∈ bohrFrequencies S :=
    Finset.mem_image.mpr ⟨(e, e'), Finset.mem_product.mpr ⟨he, he'⟩, rfl⟩
  rw [aeval_ad_of_sharp (hY e he e' he'), eval_levelPoly hw, zero_smul]
```

Let $n=|\Omega|$ and let $c_k$ be the coefficient of $X^k$ in $p_\Omega$. The polynomial is monic of degree $n$, so the vanishing of $p_\Omega(\mathrm{ad}_H)B$ can be solved for the highest commutator:

$$\mathrm{ad}_H^{\,n}(B)=-\sum_{k=0}^{n-1}c_k\,\mathrm{ad}_H^{\,k}(B).$$

The coefficients depend on the levels and not on $B$. For a time-independent Hamiltonian with finitely many levels, this means that a Heisenberg-picture observable, which obeys $\dot B=i[H,B]$, satisfies a linear differential equation of order $n$ with constant coefficients.

In the proof, `hd` and `hc` record the degree and the leading coefficient; the rest separates the top term from the sum.

```lean
/-- If the product of `H - e` over the levels in `S` vanishes and `S` has `n` distinct Bohr
frequencies, the `n`-fold nested commutator with `H` is minus the sum of the lower ones, each
weighted by the matching coefficient of the Bohr polynomial. -/
theorem nested_commutator_recursion [DecidableEq K] {H : A} {S : Finset K}
    (hS : aeval H (levelPoly S) = 0) (B : A) :
    ((ad K H) ^ (bohrFrequencies S).card) B =
      -∑ k ∈ Finset.range (bohrFrequencies S).card,
        (levelPoly (bohrFrequencies S)).coeff k • ((ad K H) ^ k) B := by
  have hm : (levelPoly (bohrFrequencies S)).Monic :=
    monic_prod_of_monic _ _ fun e _ => monic_X_sub_C e
  have hd : (levelPoly (bohrFrequencies S)).natDegree = (bohrFrequencies S).card := by
    rw [levelPoly, natDegree_prod_of_monic _ _ fun e _ => monic_X_sub_C e]
    simp
  have hc : (levelPoly (bohrFrequencies S)).coeff (bohrFrequencies S).card = 1 := by
    rw [← hd]
    exact hm.coeff_natDegree
  have h := LinearMap.congr_fun (bohr_polynomial hS) B
  rw [aeval_eq_sum_range, hd, Finset.sum_range_succ, hc, one_smul, LinearMap.add_apply,
    LinearMap.sum_apply, LinearMap.zero_apply] at h
  simp only [LinearMap.smul_apply] at h
  exact eq_neg_of_add_eq_zero_right h
```

## Two levels

Let $(H-a)(H-b)=0$, and measure energy from $a$ by setting $N=H-a$ and $\delta=b-a$. The shift leaves commutators unchanged, and the hypothesis becomes $N^2=\delta N$. Then

$$\mathrm{ad}_H^2(B)=N^2B-2NBN+BN^2=\delta(NB+BN)-2NBN .$$

Taking one more commutator, the terms in $NBN$ cancel:

$$\mathrm{ad}_H^3(B)=\delta^2(NB-BN)=(a-b)^2\,[H,B].$$

No division occurs, so the identity holds in every characteristic. It also holds for $a=b$, where $H-a$ may be a nonzero nilpotent element and the triple commutator vanishes.

This identity sums the series for a Pauli rotation in a spin simulation. If $H$ is a Pauli string other than the identity, then $H^2=1$, the levels are $\pm1$ and the factor is 4, which gives

$$e^{i\theta H}Be^{-i\theta H}=B+\frac{i\sin2\theta}{2}[H,B]+\frac{\cos2\theta-1}{4}[H,[H,B]] .$$

When $B$ is a Pauli string that anticommutes with $H$, the right-hand side reduces to $\cos2\theta\,B+i\sin2\theta\,HB$, an update with two terms.

In the Lean proof, `had` is the shift of the energy zero and `hNN` is $N^2=\delta N$; `simp` and `module` then carry out the expansion and cancellation.

```lean
/-- If `(H - a)(H - b) = 0`, the triple commutator with `H` is `(a - b)²` times the
single commutator. -/
theorem two_level_recursion {H : A} {a b : K}
    (h : (H - algebraMap K A a) * (H - algebraMap K A b) = 0) (B : A) :
    ad K H (ad K H (ad K H B)) = (a - b) ^ 2 • ad K H B := by
  -- shift the energy zero to the level `a`
  obtain ⟨N, hN⟩ : ∃ N, N = H - algebraMap K A a := ⟨_, rfl⟩
  rw [← hN] at h
  have had : ∀ Y, ad K H Y = N * Y - Y * N := by
    intro Y
    rw [ad_apply, hN, sub_mul, mul_sub, Algebra.commutes a Y]
    abel
  have hNN : N * N = (b - a) • N := by
    calc N * N = N * (H - algebraMap K A b) + N * algebraMap K A (b - a) := by
          rw [← mul_add, map_sub, hN]
          congr 1
          abel
      _ = (b - a) • N := by rw [h, zero_add, Algebra.smul_def, Algebra.commutes]
  have hNY : ∀ Y, N * (N * Y) = (b - a) • (N * Y) := by
    intro Y
    rw [← mul_assoc, hNN, smul_mul_assoc]
  simp only [had, mul_sub, sub_mul, mul_assoc, hNN, hNY, mul_smul_comm, smul_mul_assoc]
  module
```

## Matrix elements and the shortest recursion

Now let $H$ be a diagonal matrix with energies $E_i$. Then $[H,B]_{ij}=(E_i-E_j)B_{ij}$, and by induction and linearity

$$\big(q(\mathrm{ad}_H)B\big)_{ij}=q(E_i-E_j)\,B_{ij}.$$

In code that already works in the energy eigenbasis, a polynomial in the commutator map is therefore one elementwise multiplication, with no nested matrix products.

```lean
section Matrices

variable {n : Type*} [Fintype n] [DecidableEq n]

/-- For a diagonal Hamiltonian with energies `E`, the `i, j` matrix element of `q(ad_H) B` is
`q(E i - E j)` times that of `B`. -/
theorem matrix_element (E : n → K) (q : K[X]) (B : Matrix n n K) (i j : n) :
    (aeval (ad K (Matrix.diagonal E)) q B) i j = q.eval (E i - E j) * B i j := by
  have hpow : ∀ m : ℕ, (((ad K (Matrix.diagonal E)) ^ m) B) i j
      = (E i - E j) ^ m * B i j := by
    intro m
    induction m with
    | zero => simp
    | succ m ih =>
      rw [pow_succ', Module.End.mul_apply, ad_apply, Matrix.sub_apply, Matrix.diagonal_mul,
        Matrix.mul_diagonal, ih]
      ring
  induction q using Polynomial.induction_on' with
  | add p q hp hq =>
    rw [map_add, LinearMap.add_apply, Matrix.add_apply, hp, hq, eval_add, add_mul]
  | monomial m a =>
    rw [aeval_monomial, Module.End.mul_apply, Module.algebraMap_end_apply, Matrix.smul_apply,
      hpow, eval_monomial, smul_eq_mul, mul_assoc]
```

The matrix-element formula also settles which polynomials annihilate $\mathrm{ad}_H$. Let $S=\{E_i\}$ be the set of energies that occur, written `Finset.univ.image E`, and let $\Omega$ be its set of differences. If $q(\mathrm{ad}_H)=0$, apply it to the matrix whose entries are all 1: this gives $q(E_i-E_j)=0$ for all $i,j$. So $q$ is divisible by $X-w$ for every $w\in\Omega$, and since these factors are pairwise coprime, by their product $p_\Omega$. Conversely, if $q=p_\Omega r$, every factor $q(E_i-E_j)$ vanishes, and so does $q(\mathrm{ad}_H)$.

Hence, for a diagonal Hamiltonian, no recursion of order below $|\Omega|$ holds for all $B$ at once. A particular $B$ with vanishing matrix elements may obey a shorter one. The minimality refers to the energies actually present, whereas the general theorem also accepts a set $S$ with superfluous levels.

```lean
/-- For a diagonal Hamiltonian, a polynomial in `ad_H` vanishes exactly when it is a multiple
of the Bohr polynomial of the energies. -/
theorem bohr_polynomial_minimal [DecidableEq K] (E : n → K) (q : K[X]) :
    aeval (ad K (Matrix.diagonal E)) q = 0 ↔
      levelPoly (bohrFrequencies (Finset.univ.image E)) ∣ q := by
  constructor
  · intro h
    refine Finset.prod_dvd_of_coprime
      ((pairwise_coprime_X_sub_C Function.injective_id).set_pairwise _) fun w hw => ?_
    obtain ⟨⟨e, e'⟩, hp, rfl⟩ := Finset.mem_image.mp hw
    obtain ⟨he, he'⟩ := Finset.mem_product.mp hp
    obtain ⟨i, -, rfl⟩ := Finset.mem_image.mp he
    obtain ⟨j, -, rfl⟩ := Finset.mem_image.mp he'
    -- test on the matrix with all entries equal to one
    have h1 := matrix_element E q (Matrix.of fun _ _ => 1) i j
    rw [h] at h1
    refine dvd_iff_isRoot.mpr ?_
    show q.eval (E i - E j) = 0
    simpa using h1.symm
  · rintro ⟨r, rfl⟩
    refine LinearMap.ext fun B => Matrix.ext fun i j => ?_
    have hw : E i - E j ∈ bohrFrequencies (Finset.univ.image E) :=
      Finset.mem_image.mpr ⟨(E i, E j), Finset.mem_product.mpr
        ⟨Finset.mem_image_of_mem E (Finset.mem_univ i),
          Finset.mem_image_of_mem E (Finset.mem_univ j)⟩, rfl⟩
    rw [matrix_element, eval_mul, eval_levelPoly hw, zero_mul, zero_mul]
    rfl

end Matrices
```

## The Pauli matrix $\sigma_x$

The hypothesis can be checked without diagonalising. For $\sigma_x=\begin{pmatrix}0&1\\1&0\end{pmatrix}$ and $S=\{1,-1\}$,

$$(\sigma_x-1)(\sigma_x+1)=\sigma_x^2-1=0 .$$

The frequencies are $0$ and $\pm2$, and the Bohr polynomial is $X(X^2-4)$, in agreement with the factor 4 found for two levels. The proof computes $\sigma_x^2=1$ entry by entry and then expands the product.

```lean
/-- The Pauli matrix `σ_x` satisfies the level condition with `S = {1, -1}`. -/
theorem bohr_polynomial_witness :
    aeval (!![0, 1; 1, 0] : Matrix (Fin 2) (Fin 2) ℂ) (levelPoly ({1, -1} : Finset ℂ)) = 0 := by
  have h : (!![0, 1; 1, 0] : Matrix (Fin 2) (Fin 2) ℂ) * !![0, 1; 1, 0] = 1 := by
    ext i j
    fin_cases i <;> fin_cases j <;> simp [Matrix.mul_apply, Fin.sum_univ_succ]
  generalize (!![0, 1; 1, 0] : Matrix (Fin 2) (Fin 2) ℂ) = s at *
  rw [levelPoly, Finset.prod_pair (by norm_num)]
  simp only [map_mul, map_sub, aeval_X, map_neg, map_one]
  calc (s - 1) * (s - -1) = s * s - 1 := by noncomm_ring
    _ = 0 := by rw [h, sub_self]

end

end BohrFrequency
```

```lean
#print axioms BohrFrequency.nested_commutator_recursion
#print axioms BohrFrequency.two_level_recursion
#print axioms BohrFrequency.bohr_polynomial_minimal
```

```
'BohrFrequency.nested_commutator_recursion' depends on axioms: [propext, Classical.choice, Quot.sound]
'BohrFrequency.two_level_recursion' depends on axioms: [propext, Classical.choice, Quot.sound]
'BohrFrequency.bohr_polynomial_minimal' depends on axioms: [propext, Classical.choice, Quot.sound]
```
